# Richardson extrapolation of the three-point mesh value of k² leaves the leading error −k⁶h⁴/1440

Outside the range of a short-range potential, an s-wave radial function of positive energy has, up to a constant factor, the form u(r) = sin(kr + δ), where k is the wave number and δ the scattering phase. It satisfies −u″ = k²u, and its energy is k² in units with ħ²/2m = 1. On a radial mesh of spacing h, the second derivative is commonly replaced by a three-point difference, and the wave then has a slightly different energy:

(2u(r) − u(r+h) − u(r−h))/h² = E(h) u(r), with E(h) = (2 − 2cos(kh))/h².

Expanding the cosine gives E(h) = k² − k⁴h²/12 + k⁶h⁴/360 − …, so the mesh energy is wrong at second order in h. Calculating at h and again at h/2, with the same k, allows the second-order error to be removed by the combination

R(h) = (4E(h/2) − E(h))/3.

What remains is of fourth order. Its coefficient follows from the expansion: the h⁴ term of R(h) is (4/16 − 1)/3 · k⁶/360 = −k⁶/1440. The derivation below replaces the dots by explicit inequalities and also gives a bound at finite h.

```lean
import Mathlib

open Filter Topology

namespace RichardsonMeshEnergy

noncomputable section
```

## The mesh energy and its extrapolation

The first definition is E(h), written `meshEnergy k h`. Both arguments are real numbers, and k is the wave number of the exact wave, held fixed when the mesh changes.

```lean
/-- The three-point mesh value of `k²` at spacing `h`. -/
def meshEnergy (k h : ℝ) : ℝ := (2 - 2 * Real.cos (k * h)) / h ^ 2
```

This fits a free particle in a spherical box of radius a: the s-wave conditions u(0) = u(a) = 0 fix k = nπ/a, with n a positive integer, on every mesh that divides the box evenly into more than n intervals. With a potential that varies over the mesh, the discrete eigenfunctions are in general no longer simple sines, and the formula for E(h) does not give their energies.

The extrapolated value R(h) is `richardson k h`. Its argument h is the coarser of the two spacings.

```lean
/-- The Richardson combination of the mesh values at spacings `h` and `h/2`. -/
def richardson (k h : ℝ) : ℝ := (4 * meshEnergy k (h / 2) - meshEnergy k h) / 3
```

A five-point difference for −u″(r) at spacing d is

(u(r+2d) − 16u(r+d) + 30u(r) − 16u(r−d) + u(r−2d))/(12d²).

It is defined for any real function u on the whole line, so it includes no special treatment of the points next to the origin. It will be compared with R(h) at the end.

```lean
/-- The five-point finite-difference formula for `-u''(r)` on a mesh of spacing `d`. -/
def fivePoint (d : ℝ) (u : ℝ → ℝ) (r : ℝ) : ℝ :=
  (u (r + 2 * d) - 16 * u (r + d) + 30 * u r - 16 * u (r - d) + u (r - 2 * d)) / (12 * d ^ 2)
```

## Bracketing the cosine by repeated integration

The inequalities come from one elementary fact. If f(0) = 0 and f′(x) ≥ 0 for all x ≥ 0, then f is nondecreasing on the half-line, and so f(x) ≥ f(0) = 0 there.

```lean
/-- A function differentiable on the whole real line that vanishes at the origin and has nonnegative
slope at every `x ≥ 0` is nonnegative for `x ≥ 0`. -/
theorem nonneg_of_slope {f f' : ℝ → ℝ} (hf : ∀ x, HasDerivAt f (f' x) x) (h0 : f 0 = 0)
    (h' : ∀ x, 0 ≤ x → 0 ≤ f' x) {x : ℝ} (hx : 0 ≤ x) : 0 ≤ f x := by
  have hm : MonotoneOn f (Set.Ici 0) := by
    apply monotoneOn_of_deriv_nonneg (convex_Ici 0)
    · exact fun y _ => (hf y).continuousAt.continuousWithinAt
    · exact fun y _ => (hf y).differentiableAt.differentiableWithinAt
    · intro y hy
      rw [(hf y).deriv]
      exact h' y (interior_subset hy)
  have h := hm (Set.mem_Ici.mpr le_rfl) (Set.mem_Ici.mpr hx) hx
  rwa [h0] at h
```

Here `HasDerivAt f (f' x) x` says that f has derivative f′(x) at x. The proof obtains monotonicity from the sign of the derivative and then compares the points 0 and x.

Start from cos x ≥ 1 − x²/2. For x ≥ 0, integrating from 0 to x gives successively

sin x ≥ x − x³/6,

cos x ≤ 1 − x²/2 + x⁴/24,

sin x ≤ x − x³/6 + x⁵/120,

cos x ≥ 1 − x²/2 + x⁴/24 − x⁶/720,

sin x ≥ x − x³/6 + x⁵/120 − x⁷/5040,

cos x ≤ 1 − x²/2 + x⁴/24 − x⁶/720 + x⁸/40320.

The direction of the inequality reverses on passing from sine to cosine, because the derivative of the cosine is −sin x. Every term in the cosine bounds is even, so they hold for negative x too. The fourth and sixth lines together bracket the cosine:

cos x = 1 − x²/2 + x⁴/24 − x⁶/720 + ρ(x), with 0 ≤ ρ(x) ≤ x⁸/40320.

```lean
/-- The cosine lies between its Taylor polynomials of degree six and eight. -/
theorem cos_bracket (x : ℝ) :
    1 - x ^ 2 / 2 + x ^ 4 / 24 - x ^ 6 / 720 ≤ Real.cos x ∧
    Real.cos x ≤ 1 - x ^ 2 / 2 + x ^ 4 / 24 - x ^ 6 / 720 + x ^ 8 / 40320 := by
  -- integrating an inequality for the cosine gives one for the sine
  have hs : ∀ s a b c d : ℝ,
      (∀ x, 0 ≤ x → 0 ≤ s * Real.cos x + (a + 3 * b * x ^ 2 + 5 * c * x ^ 4 + 7 * d * x ^ 6)) →
      ∀ x, 0 ≤ x → 0 ≤ s * Real.sin x + (a * x + b * x ^ 3 + c * x ^ 5 + d * x ^ 7) := by
    intro s a b c d h x hx
    refine nonneg_of_slope (f := fun y => s * Real.sin y +
      (a * y + b * y ^ 3 + c * y ^ 5 + d * y ^ 7)) (fun y => ?_) (by simp) h hx
    have hd := ((Real.hasDerivAt_sin y).const_mul s).fun_add
      (((((hasDerivAt_id' y).const_mul a).fun_add ((hasDerivAt_pow 3 y).const_mul b)).fun_add
        ((hasDerivAt_pow 5 y).const_mul c)).fun_add ((hasDerivAt_pow 7 y).const_mul d))
    exact hd.congr_deriv (by norm_num; ring)
  -- and integrating an inequality for the sine gives one for the cosine
  have hc : ∀ s b c d e : ℝ,
      (∀ x, 0 ≤ x → 0 ≤ -s * Real.sin x +
        (2 * b * x + 4 * c * x ^ 3 + 6 * d * x ^ 5 + 8 * e * x ^ 7)) →
      ∀ x, 0 ≤ x → 0 ≤ s * (Real.cos x - 1) +
        (b * x ^ 2 + c * x ^ 4 + d * x ^ 6 + e * x ^ 8) := by
    intro s b c d e h x hx
    refine nonneg_of_slope (f := fun y => s * (Real.cos y - 1) +
      (b * y ^ 2 + c * y ^ 4 + d * y ^ 6 + e * y ^ 8)) (fun y => ?_) (by simp) h hx
    have hd := (((Real.hasDerivAt_cos y).sub_const 1).const_mul s).fun_add
      (((((hasDerivAt_pow 2 y).const_mul b).fun_add ((hasDerivAt_pow 4 y).const_mul c)).fun_add
        ((hasDerivAt_pow 6 y).const_mul d)).fun_add ((hasDerivAt_pow 8 y).const_mul e))
    exact hd.congr_deriv (by norm_num; ring)
  have s3 := hs 1 (-1) (1 / 6) 0 0
    (fun x _ => by linarith [Real.one_sub_sq_div_two_le_cos (x := x)])
  have c4 := hc (-1) (-1 / 2) (1 / 24) 0 0 (fun x hx => by linarith [s3 x hx])
  have s5 := hs (-1) 1 (-1 / 6) (1 / 120) 0 (fun x hx => by linarith [c4 x hx])
  have c6 := hc 1 (1 / 2) (-1 / 24) (1 / 720) 0 (fun x hx => by linarith [s5 x hx])
  have s7 := hs 1 (-1) (1 / 6) (-1 / 120) (1 / 5040) (fun x hx => by linarith [c6 x hx])
  have c8 := hc (-1) (-1 / 2) (1 / 24) (-1 / 720) (1 / 40320)
    (fun x hx => by linarith [s7 x hx])
  -- all terms are even, so the half-line suffices
  have h6 := c6 |x| (abs_nonneg x)
  have h8 := c8 |x| (abs_nonneg x)
  have e2 : |x| ^ 2 = x ^ 2 := sq_abs x
  have e4 : |x| ^ 4 = x ^ 4 := by
    calc |x| ^ 4 = (|x| ^ 2) ^ 2 := by ring
      _ = x ^ 4 := by rw [e2]; ring
  have e6 : |x| ^ 6 = x ^ 6 := by
    calc |x| ^ 6 = (|x| ^ 2) ^ 3 := by ring
      _ = x ^ 6 := by rw [e2]; ring
  have e8 : |x| ^ 8 = x ^ 8 := by
    calc |x| ^ 8 = (|x| ^ 2) ^ 4 := by ring
      _ = x ^ 8 := by rw [e2]; ring
  rw [Real.cos_abs, e2, e4, e6, e8] at h6 h8
  constructor <;> linarith
```

The auxiliary statements `hs` and `hc` are the two kinds of integration, with the polynomial coefficients left as parameters. The six lines of the derivation are `s3`, `c4`, `s5`, `c6`, `s7` and `c8`, in that order. Evaluating `c6` and `c8` at |x| then extends the bracket to all real x.

## Cancellation of the quartic term

Put z = kh/2, so that the fine mesh involves cos z and the coarse mesh cos 2z. Since 4E(h/2) = 16(2 − 2cos z)/h², the extrapolated value is

R(h) = [16(2 − 2cos z) − (2 − 2cos 2z)]/(3h²).

Insert the bracket for each cosine:

16(2 − 2cos z) = 16z² − (16/12)z⁴ + (16/360)z⁶ − 32ρ(z),

2 − 2cos 2z = 4z² − (16/12)z⁴ + (64/360)z⁶ − 2ρ(2z).

The quartic terms are equal and drop out of the difference, which is

12z² − (2/15)z⁶ + 2ρ(2z) − 32ρ(z).

Since ρ is never negative, the remainder 2ρ(2z) − 32ρ(z) is at most 2 · 256z⁸/40320 = (4/315)z⁸ and at least −32z⁸/40320 = −z⁸/1260. Its absolute value is therefore at most (4/315)z⁸.

```lean
/-- The extrapolated combination of cosines equals `12z² - (2/15)z⁶`, with no quartic term, up to an
error of at most `(4/315)z⁸`. -/
theorem quartic_cancellation (z : ℝ) :
    |16 * (2 - 2 * Real.cos z) - (2 - 2 * Real.cos (2 * z)) - 12 * z ^ 2 + 2 / 15 * z ^ 6|
      ≤ 4 / 315 * z ^ 8 := by
  obtain ⟨a1, a2⟩ := cos_bracket z
  obtain ⟨b1, b2⟩ := cos_bracket (2 * z)
  have hz : 0 ≤ z ^ 8 := by positivity
  rw [abs_le]
  constructor <;> linarith
```

The proof uses `cos_bracket` at z and at 2z. Splitting the absolute value leaves two inequalities that are linear in the cosines and the powers of z, and `linarith` closes both.

## A bound at finite spacing

Divide the bracketed expression by 3h² and restore z = kh/2. The quadratic term gives

12z²/(3h²) = k²,

and the sextic term gives

−(2/15)z⁶/(3h²) = −k⁶h⁴/1440.

Subtract k² and divide by h⁴. The remainder is then divided by 3h⁶ in all, so its bound becomes (4/315)(kh/2)⁸/(3h⁶) = k⁸h²/60480. Hence, for every h ≠ 0,

|(R(h) − k²)/h⁴ + k⁶/1440| ≤ k⁸h²/60480.

```lean
/-- At every nonzero spacing the error of the extrapolated mesh value, divided by `h⁴`,
differs from `-k⁶/1440` by at most `k⁸h²/60480`. -/
theorem richardson_error_bound (k : ℝ) {h : ℝ} (hh : h ≠ 0) :
    |(richardson k h - k ^ 2) / h ^ 4 + k ^ 6 / 1440| ≤ k ^ 8 * h ^ 2 / 60480 := by
  have hb := quartic_cancellation (k * (h / 2))
  have e : 2 * (k * (h / 2)) = k * h := by ring
  rw [e] at hb
  have key : (richardson k h - k ^ 2) / h ^ 4 + k ^ 6 / 1440 =
      (16 * (2 - 2 * Real.cos (k * (h / 2))) - (2 - 2 * Real.cos (k * h))
        - 12 * (k * (h / 2)) ^ 2 + 2 / 15 * (k * (h / 2)) ^ 6) / (3 * h ^ 6) := by
    unfold richardson meshEnergy
    generalize Real.cos (k * (h / 2)) = D
    generalize Real.cos (k * h) = C
    field_simp
    ring
  have hpos : 0 < 3 * h ^ 6 := by positivity
  rw [key, abs_div, abs_of_pos hpos, div_le_iff₀ hpos]
  exact hb.trans (le_of_eq (by ring))
```

The equality `key` is the rearrangement just made. The two cosines are replaced by letters, after which clearing denominators leaves a polynomial identity. The estimate then follows from `quartic_cancellation`.

For k = 1 and h = 1, the mesh energies are E(1) ≈ 0.919395 and E(1/2) ≈ 0.979340, and extrapolation gives R(1) ≈ 0.999321. The error is about −0.000679, against a leading estimate −1/1440 ≈ −0.000694. The difference, about 1.53 × 10⁻⁵, is within the bound 1/60480 ≈ 1.65 × 10⁻⁵.

## The limiting error constant

As h decreases to zero at fixed k, the right-hand side k⁸h²/60480 tends to zero. The scaled error is squeezed onto its limit:

(R(h) − k²)/h⁴ → −k⁶/1440.

```lean
/-- As the mesh spacing `h` decreases to zero, the error of the Richardson combination
divided by `h⁴` tends to `-k⁶/1440`. -/
theorem richardson_error_limit (k : ℝ) :
    Tendsto (fun h => (richardson k h - k ^ 2) / h ^ 4) (𝓝[>] 0) (𝓝 (-k ^ 6 / 1440)) := by
  have hc : Continuous (fun h : ℝ => k ^ 8 * h ^ 2 / 60480) := by fun_prop
  have ht : Tendsto (fun h : ℝ => k ^ 8 * h ^ 2 / 60480) (𝓝[>] 0) (𝓝 0) := by
    have t := (hc.tendsto 0).mono_left (nhdsWithin_le_nhds (s := Set.Ioi 0))
    have e : k ^ 8 * (0 : ℝ) ^ 2 / 60480 = 0 := by ring
    rwa [e] at t
  -- squeeze the distance to the limit under the explicit bound
  rw [tendsto_iff_norm_sub_tendsto_zero]
  refine squeeze_zero' (Eventually.of_forall fun h => norm_nonneg _) ?_ ht
  filter_upwards [self_mem_nhdsWithin] with h hh
  have hb := richardson_error_bound k (ne_of_gt (Set.mem_Ioi.mp hh))
  rw [Real.norm_eq_abs]
  have e : (richardson k h - k ^ 2) / h ^ 4 - -k ^ 6 / 1440 =
      (richardson k h - k ^ 2) / h ^ 4 + k ^ 6 / 1440 := by ring
  rwa [e]
```

In the statement, `𝓝[>] 0` means that h approaches zero through positive values, and `𝓝 (-k ^ 6 / 1440)` names the limit; the minus sign applies to k⁶, not to k. The proof turns convergence into the statement that the distance to the limit tends to zero, and bounds that distance by `richardson_error_bound`.

The theorem allows every real k. At k = 0 the function sin(kr + δ) is constant, both mesh energies vanish, and the error and its limiting constant are zero.

When the boundary conditions fix k, as in the spherical box above, the extrapolation is one line after two runs: multiply the fine-mesh energy by 4, subtract the coarse-mesh energy and divide by 3. For a free s-wave with a fixed k ≠ 0, halving both spacings should reduce the remaining error by a factor close to 16 when kh is small, as long as rounding errors are negligible, which gives a test of a radial code before a potential is switched on. When E(h) is evaluated from its formula at very small kh, the equivalent form 4 sin²(kh/2)/h² avoids subtracting two nearly equal numbers.

## The sign of the error

The finite-spacing bound also settles the sign. It gives

(R(h) − k²)/h⁴ ≤ −k⁶/1440 + k⁸h²/60480 = −k⁶(42 − (kh)²)/60480.

The right-hand side is negative when k and h are nonzero and (kh)² < 42. The extrapolated energy then lies strictly below k².

```lean
/-- For nonzero `k` and `h` with `(kh)² < 42`, the error of the extrapolated mesh value
divided by `h⁴` is strictly negative. -/
theorem richardson_error_neg {k h : ℝ} (hk : k ≠ 0) (hh : h ≠ 0) (hkh : (k * h) ^ 2 < 42) :
    (richardson k h - k ^ 2) / h ^ 4 < 0 := by
  have hb := (abs_le.mp (richardson_error_bound k hh)).2
  have hp : 0 < k ^ 6 * (42 - (k * h) ^ 2) := mul_pos (by positivity) (by linarith)
  have e : k ^ 8 * h ^ 2 / 60480 - k ^ 6 / 1440 =
      -(k ^ 6 * (42 - (k * h) ^ 2)) / 60480 := by ring
  linarith
```

The condition is mild. With wavelength λ = 2π/|k|, it includes every positive h up to λ, because (2π)² ≈ 39.5 is less than 42. The proof takes the upper half of the absolute-value bound and checks that the product k⁶(42 − (kh)²) is positive.

## The same value from a five-point difference

Apply the five-point formula with spacing d = h/2 to u(r) = sin(kr + δ), again writing z = kh/2. The addition formulas give

u(r+d) + u(r−d) = 2cos z · u(r),

u(r+2d) + u(r−2d) = 2cos 2z · u(r).

Since 12d² = 3h², the result is

[30 − 32cos z + 2cos 2z]/(3h²) · u(r).

The bracket equals 16(2 − 2cos z) − (2 − 2cos 2z), the numerator of R(h). On this wave the five-point difference therefore multiplies by exactly R(h).

```lean
/-- On a radial wave `sin(kr + δ)` the five-point formula with spacing `h/2` acts as
multiplication by the Richardson combination of the three-point values at `h` and `h/2`. -/
theorem fivePoint_radial_wave (k h δ r : ℝ) :
    fivePoint (h / 2) (fun x => Real.sin (k * x + δ)) r =
      richardson k h * Real.sin (k * r + δ) := by
  simp only [fivePoint, richardson, meshEnergy]
  -- write every phase through the phase at `r` and the half-step `k * (h / 2)`
  rw [show k * (r + 2 * (h / 2)) + δ = (k * r + δ) + 2 * (k * (h / 2)) by ring,
    show k * (r + h / 2) + δ = (k * r + δ) + k * (h / 2) by ring,
    show k * (r - h / 2) + δ = (k * r + δ) - k * (h / 2) by ring,
    show k * (r - 2 * (h / 2)) + δ = (k * r + δ) - 2 * (k * (h / 2)) by ring,
    show k * h = 2 * (k * (h / 2)) by ring]
  simp only [Real.sin_add (k * r + δ), Real.sin_sub (k * r + δ)]
  generalize Real.cos (2 * (k * (h / 2))) = C
  generalize Real.sin (2 * (k * (h / 2))) = S
  generalize Real.cos (k * (h / 2)) = D
  generalize Real.sin (k * (h / 2)) = T
  generalize Real.sin (k * r + δ) = U
  generalize Real.cos (k * r + δ) = V
  rcases eq_or_ne h 0 with h0 | h0
  · simp [h0]
  · field_simp
    ring

end

end RichardsonMeshEnergy
```

The proof writes each phase as kr + δ plus or minus z or 2z, expands the sines, and reduces the claim to algebra. The statement also admits h = 0, where Lean's convention for division by zero makes both sides vanish; the physical content is for h ≠ 0.

For the waves sin(kr + δ) with k fixed, then, extrapolating three-point energies from spacings h and h/2 gives the same energy as a five-point difference on the finer mesh, and so the same error. In terms of the finer spacing d = h/2, the leading error −k⁶h⁴/1440 reads −k⁶d⁴/90. For a scattering wave the identity applies where all five stencil points lie in the region in which u is the sine wave, beyond the potential and away from any special treatment at the origin. If a scattering calculation prescribes the energy instead of k, there is no mesh energy to extrapolate: the mesh then changes the wave number.

```lean
#print axioms RichardsonMeshEnergy.richardson_error_limit
#print axioms RichardsonMeshEnergy.richardson_error_neg
#print axioms RichardsonMeshEnergy.fivePoint_radial_wave
```

```
'RichardsonMeshEnergy.richardson_error_limit' depends on axioms: [propext, Classical.choice, Quot.sound]
'RichardsonMeshEnergy.richardson_error_neg' depends on axioms: [propext, Classical.choice, Quot.sound]
'RichardsonMeshEnergy.fivePoint_radial_wave' depends on axioms: [propext, Classical.choice, Quot.sound]
```
